# The Vacuum Amplitude Between n Created and n Annihilated Fermions Is a Determinant, and Exchange Flips Its Sign

**Q:** Take two fermions, created by $c_0,c_1$ and removed by $b_0,b_1$. I want to see the exchange sign come out of $w(b_1b_0c_0c_1)$, where $w(x)$ stands for $\langle 0|x|0\rangle$. What do you assume?

**A:** Three things: $b_ic_j+c_jb_i=g_{ij}1$ with complex numbers $g_{ij}$, $w(1)=1$, and $w(xb_i)=0$ for every $x$, because $b_i$ annihilates the vacuum on its right. Move $b_0$ to the right:

$$b_0c_0c_1=g_{00}c_1-c_0b_0c_1=g_{00}c_1-g_{01}c_0+c_0c_1b_0 .$$

Put $b_1$ in front and apply $w$. The last term vanishes. Since $w(b_1c_j)=g_{1j}w(1)-w(c_jb_1)=g_{1j}$, we get

$$w(b_1b_0c_0c_1)=g_{00}g_{11}-g_{01}g_{10}.$$

This is the direct term minus the exchange term. Exchanging $c_0$ and $c_1$ exchanges the columns of $g$ and flips the sign.

**Q:** You never used $c_0c_1=-c_1c_0$. Does that survive for $n$ fermions?

**A:** It does. Let $a$ satisfy $ac_j+c_ja=h_j1$, with numbers $h_j$. For $n\ge 1$ creators,

$$a\,c_0\cdots c_{n-1}=\sum_{j=0}^{n-1}(-1)^jh_j\,c_0\cdots\widehat{c_j}\cdots c_{n-1}+(-1)^n c_0\cdots c_{n-1}\,a ,$$

where the hat marks an omitted factor. For $n=1$ this is the anticommutator. For one more creator, write the string as $c_0C'$, with $C'=c_1\cdots c_n$. Then $a\,c_0C'=h_0C'-c_0\,aC'$. Inserting the formula for $aC'$ puts $c_0$ in front of each shortened string and gives each term one more minus sign, which is the formula for $n+1$ creators.

Now set $a=b_0$ and $h_j=g_{0j}$, multiply by $b_{n-1}\cdots b_1$ from the left and apply $w$. The remainder ends in $b_0$ and vanishes, leaving

$$w(b_{n-1}\cdots b_0c_0\cdots c_{n-1})=\sum_{j=0}^{n-1}(-1)^jg_{0j}\,w(b_{n-1}\cdots b_1\,c_0\cdots\widehat{c_j}\cdots c_{n-1}).$$

By induction each amplitude on the right is the determinant of $g$ without row $0$ and column $j$. The sum is therefore the Laplace expansion of $\det g$ along its first row. The induction starts at $n=0$, where $w(1)=1$ is the determinant of the empty matrix.

Replacing $c_k$ by $c_{\sigma(k)}$ permutes the columns, so the amplitude acquires $\operatorname{sgn}\sigma$, which is $-1$ for one exchange. If two creators are equal, exchanging them changes nothing, so the amplitude equals its own negative and is zero.

**Q:** Now the formal version. In what space do these operators live?

**A:** In any complex algebra `A`, of finite or infinite dimension.

In Lean 4 with Mathlib:

```lean
import Mathlib

open Finset

namespace FermionExchangeAmplitude

noncomputable section

variable {A : Type*} [Ring A] [Algebra ℂ A]
```

The creation string is an ordered product, with labels counted from 0 as in `Fin n`.

```lean
/-- The creation string `c_0 c_1 ... c_(n-1)`. -/
def create {n : ℕ} (c : Fin n → A) : A := (List.ofFn c).prod
```

The annihilators are multiplied in reversed order, so $b_0$ stands next to $c_0$. This fixes the overall sign: with $g$ the identity matrix, the amplitude is $+1$.

```lean
/-- The annihilation string `b_(n-1) ... b_1 b_0`, in the reversed order. -/
def annihilate {n : ℕ} (b : Fin n → A) : A := (List.ofFn b).reverse.prod
```

The amplitude is the linear functional `w` applied to the product of the two strings.

```lean
/-- The amplitude `w(b_(n-1) ... b_0 c_0 ... c_(n-1))` between `n` created and `n` annihilated
fermions. -/
def amplitude {n : ℕ} (w : A →ₗ[ℂ] ℂ) (b c : Fin n → A) : ℂ :=
  w (annihilate b * create c)
```

**Q:** And where is the vacuum?

**A:** In the following predicate, which holds the three assumptions.

```lean
/-- The operators `b_i` and `c_j` have anticommutator `g_ij`, and `w` is a normalized
functional that vanishes on every product ending in some `b_i`. -/
structure IsFermionVacuum {n : ℕ} (w : A →ₗ[ℂ] ℂ) (b c : Fin n → A)
    (g : Matrix (Fin n) (Fin n) ℂ) : Prop where
  anticomm : ∀ i j, b i * c j + c j * b i = g i j • (1 : A)
  norm_one : w 1 = 1
  vacuum : ∀ x i, w (x * b i) = 0
```

The field `anticomm` is the canonical relation for one-particle states that need not be orthonormal, and $g_{ij}$ is the overlap of the state removed by $b_i$ with the state created by $c_j$. The field `norm_one` is $\langle0|0\rangle=1$, and `vacuum` is $b_i|0\rangle=0$.

**Q:** You don't require $c_i=b_i^\dagger$, or positivity of $w$.

**A:** Neither is needed, so the theorem covers the physical vacuum along with less physical functionals. The anticommutator itself is postulated, not derived from the spin of the particles. The $g_{ij}$ must also be finite numbers, so plane waves with delta-function normalisation have to be smeared into wave packets or put in a box first.

**Q:** How does the proof move an operator through the string?

**A:** First a small lemma splits off the leading creator.

```lean
omit [Algebra ℂ A] in
/-- The first creator can be split off a creation string. -/
lemma create_succ {n : ℕ} (c : Fin (n + 1) → A) :
    create c = c 0 * create (fun i => c i.succ) := by
  simp [create, List.ofFn_succ]
```

Then comes the formula with the alternating sum, stated for $n+1$ creators.

```lean
/-- If the anticommutator of `a` with each creator is a number, moving `a` through the creation
string gives one contraction with each creator, with alternating signs, plus a term with `a` on the
far right. -/
theorem move_through {n : ℕ} (a : A) (c : Fin (n + 1) → A) (h : Fin (n + 1) → ℂ)
    (hac : ∀ j, a * c j + c j * a = h j • (1 : A)) :
    a * create c = ∑ j : Fin (n + 1),
        ((-1) ^ (j : ℕ) * h j) • create (fun i => c (j.succAbove i))
      + (-1 : ℂ) ^ (n + 1) • (create c * a) := by
  induction n with
  | zero =>
    have h0 : a * c 0 = h 0 • (1 : A) - c 0 * a := eq_sub_of_add_eq (hac 0)
    simp [create, h0, sub_eq_add_neg]
  | succ n ih =>
    have h0 : a * c 0 = h 0 • (1 : A) - c 0 * a := eq_sub_of_add_eq (hac 0)
    have ih' : a * create (fun i => c i.succ) =
        ∑ j : Fin (n + 1), ((-1) ^ (j : ℕ) * h j.succ) •
          create (fun i => c (j.succAbove i).succ)
        + (-1 : ℂ) ^ (n + 1) • (create (fun i => c i.succ) * a) :=
      ih (fun i => c i.succ) (fun i => h i.succ) (fun j => hac j.succ)
    -- omitting a later creator leaves the first one in front
    have key : ∀ j : Fin (n + 1), create (fun i => c (j.succ.succAbove i)) =
        c 0 * create (fun i => c (j.succAbove i).succ) := by
      intro j
      rw [create_succ]
      simp only [Fin.succ_succAbove_zero, Fin.succ_succAbove_succ]
    have hs : ∑ j : Fin (n + 1 + 1), ((-1) ^ (j : ℕ) * h j) •
          create (fun i => c (j.succAbove i)) =
        h 0 • create (fun i => c i.succ) - c 0 * ∑ j : Fin (n + 1),
          ((-1) ^ (j : ℕ) * h j.succ) • create (fun i => c (j.succAbove i).succ) := by
      rw [Fin.sum_univ_succ (n := n + 1), Finset.mul_sum, sub_eq_add_neg,
        ← Finset.sum_neg_distrib]
      congr 1
      · simp
      · refine Finset.sum_congr rfl fun j _ => ?_
        rw [key, mul_smul_comm, ← neg_smul]
        congr 1
        simp only [Fin.val_succ]
        ring
    rw [hs, create_succ c, ← mul_assoc, h0, sub_mul, smul_mul_assoc, one_mul, mul_assoc,
      ih', mul_add, mul_smul_comm]
    simp only [mul_assoc]
    module
```

In the induction step, `h0` is the anticommutator solved for $ac_0$, and `ih'` is the formula for the shorter string. The statement `key` says that omitting a later creator leaves $c_0$ in front. With it, `hs` separates the $j=0$ contraction from the others. The closing `module` collects the terms and their signs.

**Q:** And the determinant?

**A:** It follows by induction on the particle number.

```lean
/-- The `n`-fermion amplitude is the determinant of the matrix of anticommutators. -/
theorem amplitude_eq_det {n : ℕ} {w : A →ₗ[ℂ] ℂ} {b c : Fin n → A}
    {g : Matrix (Fin n) (Fin n) ℂ} (h : IsFermionVacuum w b c g) :
    amplitude w b c = g.det := by
  induction n with
  | zero => simp [amplitude, create, annihilate, h.norm_one]
  | succ n ih =>
    have hB : annihilate b = annihilate (fun i => b i.succ) * b 0 := by
      simp [annihilate, List.ofFn_succ]
    -- contract the innermost annihilator; the vacuum kills the remainder
    rw [Matrix.det_succ_row_zero, amplitude, hB, mul_assoc,
      move_through (b 0) c (g 0) (h.anticomm 0), mul_add, map_add, mul_smul_comm, map_smul,
      ← mul_assoc, h.vacuum, smul_zero, add_zero, Finset.mul_sum, map_sum]
    refine Finset.sum_congr rfl fun j _ => ?_
    -- each contraction leaves an amplitude with one fermion fewer
    have hj : amplitude w (fun i => b i.succ) (fun i => c (j.succAbove i)) =
        (g.submatrix Fin.succ j.succAbove).det := by
      apply ih
      exact ⟨fun i k => h.anticomm i.succ (j.succAbove k), h.norm_one,
        fun x i => h.vacuum x i.succ⟩
    rw [mul_smul_comm, map_smul, smul_eq_mul, ← hj]
    rfl
```

Here `hB` isolates $b_0$ at the right end of the annihilation string, `move_through` produces the contractions, and `h.vacuum` removes the remainder. `Matrix.det_succ_row_zero` expands the determinant, and the two sums are compared term by term.

The device on which this turns is `Fin.succAbove`. For `j : Fin (n + 1)`, the map `j.succAbove` sends `Fin n` into `Fin (n + 1)` in increasing order and skips $j$: it takes $i$ to $i$ when $i<j$ and to $i+1$ otherwise. `move_through` uses it to say which creators remain after a contraction, and Mathlib uses it to say which columns remain in a minor. The shortened string and the minor thus carry the same labels, and the induction hypothesis applies without any renumbering. The signs agree as well: both are $(-1)^j$, where $j$ is the position of the omitted creator in the string and of the omitted column in the matrix.

**Q:** So exchange is now a statement about columns?

**A:** Yes. The permuted creators satisfy the same predicate with the columns of $g$ permuted, so the determinant theorem applies to both orderings, and `Matrix.det_permute'` supplies the sign.

```lean
/-- Permuting the created fermions multiplies the amplitude by the sign of the permutation. -/
theorem amplitude_permute {n : ℕ} {w : A →ₗ[ℂ] ℂ} {b c : Fin n → A}
    {g : Matrix (Fin n) (Fin n) ℂ} (h : IsFermionVacuum w b c g) (σ : Equiv.Perm (Fin n)) :
    amplitude w b (fun k => c (σ k)) =
      ((Equiv.Perm.sign σ : ℤ) : ℂ) * amplitude w b c := by
  have h' : IsFermionVacuum w b (fun k => c (σ k)) (g.submatrix id σ) :=
    ⟨fun i j => h.anticomm i (σ j), h.norm_one, h.vacuum⟩
  rw [amplitude_eq_det h', amplitude_eq_det h, Matrix.det_permute']
```

A transposition of two different labels has sign $-1$. The annihilators stay as they are.

```lean
/-- Exchanging two of the created fermions flips the sign of the amplitude. -/
theorem amplitude_exchange {n : ℕ} {w : A →ₗ[ℂ] ℂ} {b c : Fin n → A}
    {g : Matrix (Fin n) (Fin n) ℂ} (h : IsFermionVacuum w b c g) {i j : Fin n} (hij : i ≠ j) :
    amplitude w b (fun k => c (Equiv.swap i j k)) = -amplitude w b c := by
  rw [amplitude_permute h, Equiv.Perm.sign_swap hij]
  simp
```

The Pauli principle says that two identical fermions cannot occupy the same one-particle state: the vector that two equal creators would produce is zero. What is proved here is its consequence for these amplitudes: they are zero when two creators are equal. In the proof, `hswap` shows that exchanging equal creators returns the same list, and the last line solves $\mathcal A=-\mathcal A$ for the amplitude $\mathcal A$.

```lean
/-- The amplitude vanishes if two creators with different labels are equal. -/
theorem amplitude_pauli {n : ℕ} {w : A →ₗ[ℂ] ℂ} {b c : Fin n → A}
    {g : Matrix (Fin n) (Fin n) ℂ} (h : IsFermionVacuum w b c g) {i j : Fin n} (hij : i ≠ j)
    (hc : c i = c j) : amplitude w b c = 0 := by
  have hswap : (fun k => c (Equiv.swap i j k)) = c := by
    funext k
    rw [Equiv.swap_apply_def]
    split_ifs with h1 h2
    · rw [h1, hc]
    · rw [h2, hc]
    · rfl
  have hx := amplitude_exchange h hij
  rw [hswap] at hx
  linear_combination (1 / 2 : ℂ) * hx
```

The two-fermion formula we began with is the $2\times2$ determinant.

```lean
/-- For two fermions the amplitude is the direct term minus the exchange term. -/
theorem two_fermion_amplitude {w : A →ₗ[ℂ] ℂ} {b c : Fin 2 → A}
    {g : Matrix (Fin 2) (Fin 2) ℂ} (h : IsFermionVacuum w b c g) :
    w (b 1 * b 0 * (c 0 * c 1)) = g 0 0 * g 1 1 - g 0 1 * g 1 0 := by
  rw [← Matrix.det_fin_two, ← amplitude_eq_det h]
  simp [amplitude, annihilate, create, List.ofFn_succ]
```

**Q:** I could still suspect that nothing satisfies your predicate.

**A:** Two fermionic modes do. Their Fock space has four basis states: empty, mode 0 filled, mode 1 filled, both filled. A general annihilator is $u_0a_0+u_1a_1$.

```lean
/-- The annihilator `u_0 a_0 + u_1 a_1` on the Fock space of two fermionic modes, in the basis
empty, mode 0 filled, mode 1 filled, both filled. -/
def lower (u : Fin 2 → ℂ) : Matrix (Fin 4) (Fin 4) ℂ :=
  !![0, u 0, u 1, 0; 0, 0, 0, -u 1; 0, 0, 0, u 0; 0, 0, 0, 0]
```

A general creator is $v_0a_0^\dagger+v_1a_1^\dagger$.

```lean
/-- The creator `v_0 a_0† + v_1 a_1†` on the same Fock space. -/
def raise (v : Fin 2 → ℂ) : Matrix (Fin 4) (Fin 4) ℂ :=
  !![0, 0, 0, 0; v 0, 0, 0, 0; v 1, 0, 0, 0; 0, -v 1, v 0, 0]
```

The functional reads off the matrix entry of the empty state.

```lean
/-- The expectation value in the empty state. -/
def emptyState : Matrix (Fin 4) (Fin 4) ℂ →ₗ[ℂ] ℂ where
  toFun M := M 0 0
  map_add' _ _ := rfl
  map_smul' _ _ := rfl
```

For two annihilators with coefficients $u_i$ and two creators with coefficients $v_j$, the predicate holds with $g_{ij}=u_{i0}v_{j0}+u_{i1}v_{j1}$. There is no complex conjugate because $u_i$ holds the coefficients of the annihilator; the annihilator of a state with amplitudes $f$ has $u=f^*$. The proof checks the anticommutator entry by entry, and the vacuum condition holds because the first column of `lower` is zero.

```lean
/-- Two annihilators and two creators with arbitrary mode coefficients `u_i` and `v_j`, together
with the empty state, meet the hypotheses with `g_ij = u_i0 v_j0 + u_i1 v_j1`. -/
theorem isFermionVacuum_witness (u v : Fin 2 → Fin 2 → ℂ) :
    IsFermionVacuum emptyState (fun i => lower (u i)) (fun j => raise (v j))
      (Matrix.of fun i j => u i 0 * v j 0 + u i 1 * v j 1) where
  anticomm i j := by
    ext k l
    fin_cases k <;> fin_cases l <;>
      simp [lower, raise] <;> ring
  norm_one := by
    show (1 : Matrix (Fin 4) (Fin 4) ℂ) 0 0 = 1
    simp
  vacuum x i := by
    show (x * lower (u i)) 0 0 = 0
    simp [lower, Matrix.mul_apply, Fin.sum_univ_four]

end

end FermionExchangeAmplitude
```

```lean
#print axioms FermionExchangeAmplitude.amplitude_exchange
-- 'FermionExchangeAmplitude.amplitude_exchange' depends on axioms: [propext, Classical.choice, Quot.sound]
#print axioms FermionExchangeAmplitude.amplitude_pauli
-- 'FermionExchangeAmplitude.amplitude_pauli' depends on axioms: [propext, Classical.choice, Quot.sound]
#print axioms FermionExchangeAmplitude.two_fermion_amplitude
-- 'FermionExchangeAmplitude.two_fermion_amplitude' depends on axioms: [propext, Classical.choice, Quot.sound]
```

Choosing $u_0=v_0=(1,0)$ and $u_1=v_1=(0,1)$ makes $g$ the identity, so the amplitude is $1$, and $-1$ after the exchange. The sign flip is then a change between nonzero numbers.

**Q:** Is this already quantum electrodynamics (QED)? I see no photon and no vertex.

**A:** There are none. The amplitude is an overlap of free-fermion states, without dynamics. What it shares with tree-level QED is the sign bookkeeping: in electron–electron scattering, the two lowest-order diagrams differ by an exchange of identical external electrons and enter with a relative minus sign. Deriving that full amplitude would also require the interaction and the photon propagator.

In electronic structure, $\det g$ is the overlap of two $n$-electron Slater determinants, each written with the prefactor $1/\sqrt{n!}$, when $g_{ij}$ is the overlap of spin orbital $i$ in the bra with spin orbital $j$ in the ket. The orbitals need not be orthogonal. However, a determinant whose own orbitals are not orthonormal is in general not normalised, and the overlap of the normalised states is then $\det g$ divided by the norms of the two determinants. For states that are sums of determinants, the overlap is a sum of such terms, each weighted with the expansion coefficient of the ket determinant times the complex conjugate of that of the bra determinant.
